# The two-particle antisymmetriser is idempotent

For two particles, each with the same finite set of orbital labels, the antisymmetriser is P = (1 − S)/2, where S is the exchange matrix that swaps the two particles' orbitals. The lemma states that P² = P, so antisymmetrising a two-particle amplitude a second time changes nothing. Here P and S are complex matrices indexed by ordered pairs of orbitals, and no Hamiltonian enters. The attempt first shows that S² = 1, then aims to expand (1 − S)(1 − S) into 2(1 − S), and finally accounts for the factors of one half.

An attempt in Lean 4 with a fault in it:

```lean
import Mathlib

open Matrix
open scoped Kronecker ComplexOrder

namespace AntisymmetriserMulSelf

noncomputable section

variable {n : Type*} [Fintype n] [DecidableEq n]

/-- The exchange matrix, which swaps the orbitals of the two particles. -/
def exchange : Matrix (n × n) (n × n) ℂ :=
  Matrix.of fun p q => if p.swap = q then 1 else 0

/-- The antisymmetriser on pairs, `P = (1 - exchange) / 2`. -/
def antisymmetriser : Matrix (n × n) (n × n) ℂ :=
  (1 / 2 : ℂ) • (1 - exchange)

/-- Multiplying by the exchange matrix from the left swaps the orbitals in the row label. -/
theorem exchange_mul (M : Matrix (n × n) (n × n) ℂ) (p q : n × n) :
    (exchange * M : Matrix (n × n) (n × n) ℂ) p q = M p.swap q := by
  simp [exchange, Matrix.mul_apply]

/-- The antisymmetriser is idempotent. -/
theorem antisymmetriser_mul_self :
    (antisymmetriser : Matrix (n × n) (n × n) ℂ) * antisymmetriser = antisymmetriser := by
  -- exchanging twice does nothing
  have hS : (exchange : Matrix (n × n) (n × n) ℂ) * exchange = 1 := by
    ext p q
    rw [exchange_mul]
    simp [exchange, Matrix.one_apply]
  have h : (1 - exchange : Matrix (n × n) (n × n) ℂ) * (1 - exchange)
      = (2 : ℂ) • (1 - exchange) := by
    rw [sub_mul, mul_sub, one_mul, one_mul, mul_one, hS]
    module
  rw [antisymmetriser, smul_mul_assoc, mul_smul_comm, h, smul_smul, smul_smul]
  congr 1
  norm_num

end

end AntisymmetriserMulSelf
```

Compiling this gives:

```
Main.lean:35:44: error: Tactic `rewrite` failed: Did not find an occurrence of the pattern
  ?a * 1
in the target expression
  1 - exchange - exchange * (1 - exchange) = 2 • (1 - exchange)

n : Type u_1
inst✝¹ : Fintype n
inst✝ : DecidableEq n
hS : exchange * exchange = 1
⊢ 1 - exchange - exchange * (1 - exchange) = 2 • (1 - exchange)
```

As a diff, the version that Lean accepts:

```diff
@@ -33,5 +33,5 @@
   have h : (1 - exchange : Matrix (n × n) (n × n) ℂ) * (1 - exchange)
       = (2 : ℂ) • (1 - exchange) := by
-    rw [sub_mul, mul_sub, one_mul, one_mul, mul_one, hS]
+    rw [sub_mul, one_mul, mul_sub, mul_one, hS]
     module
   rw [antisymmetriser, smul_mul_assoc, mul_smul_comm, h, smul_smul, smul_smul]
```

The error says that `rw` found no product of the form `?a * 1` when it reached `mul_one`. After `sub_mul`, the goal's left side is `1 * (1 - exchange) - exchange * (1 - exchange)`, and both products fit the pattern of `mul_sub`. A single `rw` step fixes the pattern's variables at the first match and rewrites only instances of that match, so `mul_sub` expanded the first product and left the second alone. The two `one_mul` steps then tidied the first product, leaving `exchange * (1 - exchange)` still closed, with no `?a * 1` in sight.

The repair moves `one_mul` ahead of `mul_sub`. It turns `1 * (1 - exchange)` into `1 - exchange` in one step, which is why the second `one_mul` is dropped. The only product left for `mul_sub` is then `exchange * (1 - exchange)`, which becomes `exchange * 1 - exchange * exchange`. Now `mul_one` and `hS` both find their terms, and `module` closes the remaining linear identity.
